# Expanding a polynomial in Legendre polynomials labelled by integer spin

The declaration that fails, `spin_expansion`, says that a real polynomial whose coefficients vanish from order `N` on is a linear combination, with real weights, of the polynomials `spinPoly S` with `S < N`. Here `S` is a non-negative integer spin, and `spinPoly S` is the Legendre polynomial of degree `S`, written in powers of `u - 1` with coefficients built from the spin eigenvalues `S(S+1)`. The statement is purely algebraic: no wavefunction or Hamiltonian enters, and the weights are not claimed to be positive or to sum to one. The proof is by induction on `N`: it subtracts the multiple of `spinPoly N` that cancels the coefficient of order `N`, expands the remainder by the induction hypothesis, and joins the new weight to the old ones with an `if`.

This version doesn't compile in Lean 4 with Mathlib:

```lean
import Mathlib

open Polynomial

namespace UHFSpinMoments

noncomputable section

/-- The eigenvalue `S(S+1)` of the squared total spin. -/
def spinSq (S : ℕ) : ℝ := (S : ℝ) * ((S : ℝ) + 1)

/-- Coefficients of the spin-`S` polynomial in powers of `u - 1`. -/
def legendreCoeff (S : ℕ) : ℕ → ℝ
  | 0 => 1
  | k + 1 => (spinSq S - spinSq k) / (2 * ((k : ℝ) + 1) ^ 2) * legendreCoeff S k

/-- The spin-`S` polynomial, written in powers of `u - 1`. -/
def spinPoly (S : ℕ) : ℝ[X] :=
  ∑ k ∈ Finset.range (S + 1), C (legendreCoeff S k) * (X - C 1) ^ k

/-- The coefficients of the spin-`S` polynomial in powers of `u - 1` are nonzero up to order `S`. -/
theorem legendreCoeff_ne_zero (S k : ℕ) (hk : k ≤ S) : legendreCoeff S k ≠ 0 := by
  induction k with
  | zero => simp [legendreCoeff]
  | succ k ih =>
    have h1 : (k : ℝ) + 1 ≤ S := by exact_mod_cast hk
    have h0 : (0 : ℝ) ≤ k := Nat.cast_nonneg k
    have h2 : 0 < ((S : ℝ) - k) * (S + k + 1) := mul_pos (by linarith) (by linarith)
    have h3 : spinSq S - spinSq k ≠ 0 := by
      apply ne_of_gt
      unfold spinSq
      nlinarith
    exact mul_ne_zero (div_ne_zero h3 (by positivity)) (ih (by omega))

/-- A polynomial of degree below `N` is a combination of the spin polynomials with `S < N`. -/
theorem spin_expansion (N : ℕ) : ∀ p : ℝ[X], (∀ m, N ≤ m → p.coeff m = 0) →
    ∃ W : ℕ → ℝ, p = ∑ S ∈ Finset.range N, C (W S) * spinPoly S := by
  have low : ∀ k m : ℕ, k < m → ((X - C 1 : ℝ[X]) ^ k).coeff m = 0 := by
    intro k m hkm
    apply coeff_eq_zero_of_natDegree_lt
    rw [(monic_X_sub_C (1 : ℝ)).natDegree_pow, natDegree_X_sub_C, mul_one]
    exact hkm
  have top : ∀ k : ℕ, ((X - C 1 : ℝ[X]) ^ k).coeff k = 1 := by
    intro k
    have h := ((monic_X_sub_C (1 : ℝ)).pow k).coeff_natDegree
    rwa [(monic_X_sub_C (1 : ℝ)).natDegree_pow, natDegree_X_sub_C, mul_one] at h
  induction N with
  | zero => exact fun p hp => ⟨0, by ext m; simpa using hp m (Nat.zero_le m)⟩
  | succ N ih =>
    intro p hp
    have hN := legendreCoeff_ne_zero N N le_rfl
    -- remove the highest spin component
    obtain ⟨W, hW⟩ := ih (p - C (p.coeff N / legendreCoeff N N) * spinPoly N) (by
      intro m hm
      rw [coeff_sub, coeff_C_mul, spinPoly, finset_sum_coeff]
      simp only [coeff_C_mul]
      rcases Nat.eq_or_lt_of_le hm with rfl | hlt
      · rw [Finset.sum_range_succ, top, Finset.sum_eq_zero, zero_add, mul_one,
          div_mul_cancel₀ _ hN, sub_self]
        intro k hk
        rw [low k _ (Finset.mem_range.mp hk), mul_zero]
      · rw [hp m hlt, Finset.sum_eq_zero, mul_zero, sub_zero]
        intro k hk
        have hk' := Finset.mem_range.mp hk
        rw [low k m (by omega), mul_zero])
    refine ⟨fun S => if S = N then p.coeff N / legendreCoeff N N else W S, ?_⟩
    rw [Finset.sum_range_succ, if_pos rfl, ← sub_eq_iff_eq_add, hW]
    refine Finset.sum_congr rfl fun S hS => ?_
    rw [if_neg (Finset.mem_range.mp hS).ne]

end

end UHFSpinMoments
```

The compiler's answer:

```
Main.lean:55:44: warning: `Polynomial.finset_sum_coeff` has been deprecated: Use `Polynomial.finsetSum_coeff` instead
Main.lean:67:31: error: Tactic `rewrite` failed: Did not find an occurrence of the pattern
  if ?m.391 = ?m.391 then ?m.393 else ?m.394
in the target expression
  p =
    ∑ x ∈ Finset.range N, C ((fun S => if S = N then p.coeff N / legendreCoeff N N else W S) x) * spinPoly x +
      C ((fun S => if S = N then p.coeff N / legendreCoeff N N else W S) N) * spinPoly N

case succ
low : ∀ (k m : ℕ), k < m → ((X - C 1) ^ k).coeff m = 0
top : ∀ (k : ℕ), ((X - C 1) ^ k).coeff k = 1
N : ℕ
ih : ∀ (p : ℝ[X]), (∀ (m : ℕ), N ≤ m → p.coeff m = 0) → ∃ W, p = ∑ S ∈ Finset.range N, C (W S) * spinPoly S
p : ℝ[X]
hp : ∀ (m : ℕ), N + 1 ≤ m → p.coeff m = 0
hN : legendreCoeff N N ≠ 0
W : ℕ → ℝ
hW : p - C (p.coeff N / legendreCoeff N N) * spinPoly N = ∑ S ∈ Finset.range N, C (W S) * spinPoly S
⊢ p =
    ∑ x ∈ Finset.range N, C ((fun S => if S = N then p.coeff N / legendreCoeff N N else W S) x) * spinPoly x +
      C ((fun S => if S = N then p.coeff N / legendreCoeff N N else W S) N) * spinPoly N
```

Cause. The error arises where the proof tries to evaluate the joined weights at `S = N`. `if_pos rfl` needs an `if` whose condition has the same term on both sides. After `Finset.sum_range_succ` has split off the last term, its weight is still a function applied to `N`, `(fun S => if S = N then … else …) N`. The condition written there is `S = N`, with `S` bound by the `fun`, so `rw` finds no match, although the expression would compute to one.

The repair splits the `rw` and puts `beta_reduce` between the two parts. This carries out the application, the condition becomes `N = N`, and `if_pos rfl` can select the new weight. The remaining rewrites are unchanged: they move the last term to the left and apply `hW`.

The other message is only a deprecation warning, and replacing `finset_sum_coeff` with `finsetSum_coeff` is tidying that plays no part in curing the error.

The mended proof, as a diff:

```diff
@@ -53,5 +53,5 @@
     obtain ⟨W, hW⟩ := ih (p - C (p.coeff N / legendreCoeff N N) * spinPoly N) (by
       intro m hm
-      rw [coeff_sub, coeff_C_mul, spinPoly, finset_sum_coeff]
+      rw [coeff_sub, coeff_C_mul, spinPoly, finsetSum_coeff]
       simp only [coeff_C_mul]
       rcases Nat.eq_or_lt_of_le hm with rfl | hlt
@@ -65,5 +65,7 @@
         rw [low k m (by omega), mul_zero])
     refine ⟨fun S => if S = N then p.coeff N / legendreCoeff N N else W S, ?_⟩
-    rw [Finset.sum_range_succ, if_pos rfl, ← sub_eq_iff_eq_add, hW]
+    rw [Finset.sum_range_succ]
+    beta_reduce
+    rw [if_pos rfl, ← sub_eq_iff_eq_add, hW]
     refine Finset.sum_congr rfl fun S hS => ?_
     rw [if_neg (Finset.mem_range.mp hS).ne]
```
